# Midpoint sampling of a Fermi-smeared band on [0,1] with slope at most L has filling error at most L/(16TN)

If a band e(k) on the one-dimensional zone [0,1] changes at most at rate L, its Fermi-Dirac occupation at a given chemical potential and smearing T > 0, averaged over the N ≥ 1 points k = (r+1/2)/N with r = 0, …, N−1, differs from the exact zone integral by at most L/(16TN). No constant smaller than 1/16 gives a bound of this form for all such bands, smearings and grids.

In Lean 4 with Mathlib:

```lean
import Mathlib

open Finset

namespace SmearedGridConvergence

noncomputable section

/-- Fermi-Dirac occupation of a level of energy `ε` at chemical potential `μ` and smearing `T`. -/
def fermi (μ T ε : ℝ) : ℝ := 1 / (1 + Real.exp ((ε - μ) / T))

/-- Average of `f` over the `N` midpoint grid points `(r + 1/2)/N` of the zone `[0,1]`. -/
def gridAverage (N : ℕ) (f : ℝ → ℝ) : ℝ :=
  (∑ r ∈ range N, f (((r : ℝ) + 1 / 2) / N)) / N

/-- The function `e` on the zone `[0,1]` changes at most at rate `L`. -/
def LipschitzBand (L : ℝ) (e : ℝ → ℝ) : Prop :=
  ∀ x ∈ Set.Icc (0 : ℝ) 1, ∀ y ∈ Set.Icc (0 : ℝ) 1, |e x - e y| ≤ L * |x - y|

/-- The band `μ + L|k - 1/2|`; for `L > 0` it has a cone-shaped minimum of energy `μ` at the zone
midpoint. -/
def coneBand (μ L k : ℝ) : ℝ := μ + L * |k - 1 / 2|

/-- A band of bounded slope is continuous on the zone. -/
theorem LipschitzBand.continuousOn {L : ℝ} {e : ℝ → ℝ} (he : LipschitzBand L e) :
    ContinuousOn e (Set.Icc 0 1) := by
  have hL : 0 ≤ L := by
    have h := he 1 (by simp) 0 (by simp)
    have h' := abs_nonneg (e 1 - e 0)
    norm_num at h
    linarith
  have h : LipschitzOnWith ⟨L, hL⟩ e (Set.Icc 0 1) := by
    apply LipschitzOnWith.of_dist_le_mul
    intro x hx y hy
    rw [Real.dist_eq, Real.dist_eq]
    exact he x hx y hy
  exact h.continuousOn

/-- The occupation `f` has energy derivative `-f(1-f)/T`. -/
theorem hasDerivAt_fermi (μ ε : ℝ) {T : ℝ} (hT : 0 < T) :
    HasDerivAt (fermi μ T) (-(fermi μ T ε * (1 - fermi μ T ε)) / T) ε := by
  have h1 : HasDerivAt (fun x : ℝ => (x - μ) / T) (1 / T) ε :=
    ((hasDerivAt_id ε).sub_const μ).div_const T
  have hne : 1 + Real.exp ((ε - μ) / T) ≠ 0 := by positivity
  have h3 : HasDerivAt (fermi μ T) _ ε :=
    (hasDerivAt_const ε (1 : ℝ)).fun_div (h1.exp.const_add 1) hne
  refine h3.congr_deriv ?_
  simp only [fermi]
  generalize Real.exp ((ε - μ) / T) = E at hne ⊢
  field_simp
  ring

/-- Two occupations differ by at most the energy difference divided by `4T`. -/
theorem fermi_lipschitz (μ x y : ℝ) {T : ℝ} (hT : 0 < T) :
    |fermi μ T x - fermi μ T y| ≤ 1 / (4 * T) * |x - y| := by
  have bound : ∀ z ∈ (Set.univ : Set ℝ),
      ‖-(fermi μ T z * (1 - fermi μ T z)) / T‖ ≤ 1 / (4 * T) := by
    intro z _
    have h0 : 0 ≤ fermi μ T z := by unfold fermi; positivity
    have h1 : fermi μ T z ≤ 1 := by
      unfold fermi
      rw [div_le_one (by positivity)]
      linarith [Real.exp_pos ((z - μ) / T)]
    rw [Real.norm_eq_abs, abs_div, abs_neg, abs_of_pos hT,
      abs_of_nonneg (mul_nonneg h0 (by linarith)), ← div_div]
    -- f(1-f) is largest at half filling
    have hq : fermi μ T z * (1 - fermi μ T z) ≤ 1 / 4 := by
      nlinarith [sq_nonneg (fermi μ T z - 1 / 2)]
    gcongr
  have h := Convex.norm_image_sub_le_of_norm_hasDerivWithin_le
    (fun z _ => (hasDerivAt_fermi μ z hT).hasDerivWithinAt) bound convex_univ
    (Set.mem_univ y) (Set.mem_univ x)
  simpa only [Real.norm_eq_abs] using h

/-- Integral of a cone `A + B|x - c|` over a cell of half-width `h` centred at `c`. -/
theorem integral_cone {a b c h : ℝ} (hh : 0 ≤ h) (ha : a = c - h) (hb : b = c + h)
    (A B : ℝ) : ∫ x in a..b, (A + B * |x - c|) = 2 * h * A + B * h ^ 2 := by
  have lin : ∀ p q u v : ℝ,
      ∫ x in u..v, (p + q * x) = p * (v - u) + q * (v ^ 2 - u ^ 2) / 2 := by
    intro p q u v
    rw [intervalIntegral.integral_add]
    · rw [intervalIntegral.integral_const, intervalIntegral.integral_const_mul, integral_id,
        smul_eq_mul]
      ring
    all_goals exact Continuous.intervalIntegrable (by fun_prop) _ _
  have i : ∀ u v : ℝ, IntervalIntegrable (fun x => A + B * |x - c|) MeasureTheory.volume u v :=
    fun u v => Continuous.intervalIntegrable (by fun_prop) u v
  -- split at the tip of the cone
  have l : ∫ x in a..c, (A + B * |x - c|) = ∫ x in a..c, ((A + B * c) + (-B) * x) := by
    apply intervalIntegral.integral_congr
    intro x hx
    rw [Set.uIcc_of_le (by linarith)] at hx
    show A + B * |x - c| = (A + B * c) + (-B) * x
    rw [abs_of_nonpos (by linarith [hx.2])]
    ring
  have r : ∫ x in c..b, (A + B * |x - c|) = ∫ x in c..b, ((A - B * c) + B * x) := by
    apply intervalIntegral.integral_congr
    intro x hx
    rw [Set.uIcc_of_le (by linarith)] at hx
    show A + B * |x - c| = (A - B * c) + B * x
    rw [abs_of_nonneg (by linarith [hx.1])]
    ring
  rw [← intervalIntegral.integral_add_adjacent_intervals (i a c) (i c b), l, r, lin, lin, ha, hb]
  ring

/-- On a cell of half-width `h`, sampling the centre of an integrable function that departs from its
central value at most at rate `K` gives the integral up to `K h²`. -/
theorem cell_error {f : ℝ → ℝ} {K a b c h : ℝ} (hh : 0 ≤ h) (ha : a = c - h) (hb : b = c + h)
    (hf : IntervalIntegrable f MeasureTheory.volume a b)
    (hK : ∀ x ∈ Set.Icc a b, |f x - f c| ≤ K * |x - c|) :
    |2 * h * f c - ∫ x in a..b, f x| ≤ K * h ^ 2 := by
  have hab : a ≤ b := by linarith
  have i : ∀ B : ℝ, IntervalIntegrable (fun x => f c + B * |x - c|) MeasureTheory.volume a b :=
    fun B => Continuous.intervalIntegrable (by fun_prop) a b
  have up : ∫ x in a..b, f x ≤ ∫ x in a..b, (f c + K * |x - c|) :=
    intervalIntegral.integral_mono_on hab hf (i K) (fun x hx => by
      show f x ≤ f c + K * |x - c|
      linarith [(abs_le.1 (hK x hx)).2])
  have low : ∫ x in a..b, (f c + (-K) * |x - c|) ≤ ∫ x in a..b, f x :=
    intervalIntegral.integral_mono_on hab (i (-K)) hf (fun x hx => by
      show f c + (-K) * |x - c| ≤ f x
      linarith [(abs_le.1 (hK x hx)).1])
  rw [integral_cone hh ha hb] at up low
  rw [abs_le]
  constructor <;> linarith

/-- The midpoint grid integrates a zone function of slope at most `K` with error at most
`K/(4N)`. -/
theorem midpoint_error {f : ℝ → ℝ} {K : ℝ} {N : ℕ} (hN : 0 < N) (hf : LipschitzBand K f) :
    |gridAverage N f - ∫ k in (0 : ℝ)..1, f k| ≤ K / (4 * N) := by
  have hN' : (0 : ℝ) < N := by exact_mod_cast hN
  have sub : ∀ r < N, Set.Icc ((r : ℝ) / N) (((r + 1 : ℕ) : ℝ) / N) ⊆ Set.Icc 0 1 := by
    intro r hr x hx
    have h1 : ((r + 1 : ℕ) : ℝ) ≤ N := by exact_mod_cast Nat.succ_le_of_lt hr
    exact ⟨le_trans (by positivity) hx.1, hx.2.trans ((div_le_one hN').2 h1)⟩
  have hint : ∀ r < N, IntervalIntegrable f MeasureTheory.volume
      ((r : ℝ) / N) (((r + 1 : ℕ) : ℝ) / N) := fun r hr =>
    ContinuousOn.intervalIntegrable_of_Icc (by gcongr; omega) (hf.continuousOn.mono (sub r hr))
  -- cut the zone into N cells
  have hI : ∫ k in (0 : ℝ)..1, f k =
      ∑ r ∈ range N, ∫ x in ((r : ℝ) / N)..(((r + 1 : ℕ) : ℝ) / N), f x := by
    have h := intervalIntegral.sum_integral_adjacent_intervals
      (a := fun k : ℕ => (k : ℝ) / N) hint
    simpa [hN'.ne'] using h.symm
  have key : gridAverage N f - ∫ k in (0 : ℝ)..1, f k =
      ∑ r ∈ range N, (2 * (1 / (2 * (N : ℝ))) * f (((r : ℝ) + 1 / 2) / N) -
        ∫ x in ((r : ℝ) / N)..(((r + 1 : ℕ) : ℝ) / N), f x) := by
    rw [hI, Finset.sum_sub_distrib, ← Finset.mul_sum, gridAverage]
    ring
  rw [key]
  calc _ ≤ ∑ r ∈ range N, |2 * (1 / (2 * (N : ℝ))) * f (((r : ℝ) + 1 / 2) / N) -
        ∫ x in ((r : ℝ) / N)..(((r + 1 : ℕ) : ℝ) / N), f x| := Finset.abs_sum_le_sum_abs _ _
    _ ≤ ∑ r ∈ range N, K * (1 / (2 * (N : ℝ))) ^ 2 := by
        apply Finset.sum_le_sum
        intro r hr
        have hr' := Finset.mem_range.1 hr
        have hh : 0 ≤ 1 / (2 * (N : ℝ)) := by positivity
        have ha : (r : ℝ) / N = ((r : ℝ) + 1 / 2) / N - 1 / (2 * (N : ℝ)) := by ring
        have hb : ((r + 1 : ℕ) : ℝ) / N = ((r : ℝ) + 1 / 2) / N + 1 / (2 * (N : ℝ)) := by
          push_cast
          ring
        exact cell_error hh ha hb (hint r hr') (fun x hx =>
          hf x (sub r hr' hx) _ (sub r hr' ⟨by linarith, by linarith⟩))
    _ = K / (4 * N) := by
        rw [Finset.sum_const, Finset.card_range, nsmul_eq_mul]
        field_simp
        norm_num

/-- The occupation along a band of slope at most `L` has slope at most `L/(4T)` in `k`. -/
theorem occupation_lipschitz {e : ℝ → ℝ} {L T : ℝ} (μ : ℝ) (hT : 0 < T)
    (he : LipschitzBand L e) : LipschitzBand (L / (4 * T)) (fun k => fermi μ T (e k)) := by
  intro x hx y hy
  calc |fermi μ T (e x) - fermi μ T (e y)| ≤ 1 / (4 * T) * |e x - e y| :=
        fermi_lipschitz μ _ _ hT
    _ ≤ 1 / (4 * T) * (L * |x - y|) :=
        mul_le_mul_of_nonneg_left (he x hx y hy) (by positivity)
    _ = L / (4 * T) * |x - y| := by ring

/-- Smearing versus grid: for a band of slope at most `L`, the filling computed on `N` midpoint
grid points differs from the exact zone integral by at most `L/(16 T N)`. -/
theorem smeared_filling_error {e : ℝ → ℝ} {L T : ℝ} {N : ℕ} (μ : ℝ) (hT : 0 < T) (hN : 0 < N)
    (he : LipschitzBand L e) :
    |gridAverage N (fun k => fermi μ T (e k)) - ∫ k in (0 : ℝ)..1, fermi μ T (e k)|
      ≤ L / (16 * T * N) := by
  refine (midpoint_error hN (occupation_lipschitz μ hT he)).trans (le_of_eq ?_)
  rw [div_div]
  congr 1
  ring

/-- For slope `L ≥ 0` and one grid point, the cone band has slope at most `L` and a filling error
of at least `L/(16T) - L²/(96T²)`. -/
theorem coneBand_error (μ : ℝ) {L T : ℝ} (hL : 0 ≤ L) (hT : 0 < T) :
    LipschitzBand L (coneBand μ L) ∧
    L / (16 * T) - L ^ 2 / (96 * T ^ 2) ≤
      |gridAverage 1 (fun k => fermi μ T (coneBand μ L k)) -
        ∫ k in (0 : ℝ)..1, fermi μ T (coneBand μ L k)| := by
  have hlip : LipschitzBand L (coneBand μ L) := by
    intro x _ y _
    have h := abs_abs_sub_abs_le (x - 1 / 2) (y - 1 / 2)
    rw [show x - 1 / 2 - (y - 1 / 2) = x - y by ring] at h
    rw [show coneBand μ L x - coneBand μ L y = L * (|x - 1 / 2| - |y - 1 / 2|) by
      unfold coneBand; ring, abs_mul, abs_of_nonneg hL]
    exact mul_le_mul_of_nonneg_left h hL
  refine ⟨hlip, ?_⟩
  have hg : gridAverage 1 (fun k => fermi μ T (coneBand μ L k)) = 1 / 2 := by
    norm_num [gridAverage, fermi, coneBand]
  -- quadratic upper bound on the occupation above the chemical potential
  have hq : ∀ x : ℝ, 0 ≤ x → 1 / (1 + Real.exp x) ≤ 1 / 2 - x / 4 + x ^ 2 / 8 := by
    intro x hx
    have h1 : 1 / (1 + Real.exp x) ≤ 1 / (2 + x) :=
      one_div_le_one_div_of_le (by linarith) (by linarith [Real.add_one_le_exp x])
    refine h1.trans ?_
    rw [div_le_iff₀ (by linarith)]
    have h3 : 0 ≤ x ^ 3 := by positivity
    linarith [show (1 / 2 - x / 4 + x ^ 2 / 8) * (2 + x) = 1 + x ^ 3 / 8 by ring]
  have hsq : ∫ k in (0 : ℝ)..1, (k - 1 / 2) ^ 2 = 1 / 12 := by
    calc _ = ∫ x in (0 - 1 / 2 : ℝ)..(1 - 1 / 2), x ^ 2 :=
          intervalIntegral.integral_comp_sub_right (fun x : ℝ => x ^ 2) (1 / 2)
      _ = 1 / 12 := by rw [integral_pow]; norm_num
  have hval : ∫ k in (0 : ℝ)..1, ((1 / 2 + (-(L / T) / 4) * |k - 1 / 2|) +
      (L / T) ^ 2 / 8 * (k - 1 / 2) ^ 2) = 1 / 2 - L / T / 16 + (L / T) ^ 2 / 96 := by
    rw [intervalIntegral.integral_add]
    · rw [integral_cone (h := 1 / 2) (by norm_num) (by norm_num) (by norm_num),
        intervalIntegral.integral_const_mul, hsq]
      ring
    all_goals exact Continuous.intervalIntegrable (by fun_prop) _ _
  have hle : ∫ k in (0 : ℝ)..1, fermi μ T (coneBand μ L k) ≤
      ∫ k in (0 : ℝ)..1, ((1 / 2 + (-(L / T) / 4) * |k - 1 / 2|) +
        (L / T) ^ 2 / 8 * (k - 1 / 2) ^ 2) := by
    apply intervalIntegral.integral_mono_on zero_le_one
    · exact ContinuousOn.intervalIntegrable_of_Icc zero_le_one
        (occupation_lipschitz μ hT hlip).continuousOn
    · exact Continuous.intervalIntegrable (by fun_prop) _ _
    · intro k _
      have h := hq (L / T * |k - 1 / 2|) (by positivity)
      have hx : (coneBand μ L k - μ) / T = L / T * |k - 1 / 2| := by unfold coneBand; ring
      rw [mul_pow, sq_abs] at h
      show fermi μ T (coneBand μ L k) ≤ _
      rw [fermi, hx]
      linarith
  rw [hval] at hle
  rw [hg]
  refine le_trans ?_ (le_abs_self _)
  have e1 : L / (16 * T) = L / T / 16 := by ring
  have e2 : L ^ 2 / (96 * T ^ 2) = (L / T) ^ 2 / 96 := by ring
  rw [e1, e2]
  linarith

/-- Any constant `C` for which the filling error is at most `C L/(T N)` for all bands, smearings
and grids is at least `1/16`. -/
theorem constant_optimal (μ C : ℝ)
    (h : ∀ (e : ℝ → ℝ) (L T : ℝ) (N : ℕ), 0 < T → 0 < N → LipschitzBand L e →
      |gridAverage N (fun k => fermi μ T (e k)) - ∫ k in (0 : ℝ)..1, fermi μ T (e k)|
        ≤ C * (L / (T * N))) : 1 / 16 ≤ C := by
  by_contra hC
  have hd : 0 < 1 / 16 - C := by linarith [not_le.1 hC]
  -- at T = 1 and N = 1, the cone band of slope 48 (1/16 - C) violates the bound
  obtain ⟨hlip, hlow⟩ := coneBand_error μ (L := 48 * (1 / 16 - C)) (T := 1)
    (by linarith) one_pos
  have hup := h _ _ 1 1 one_pos one_pos hlip
  have hb := hlow.trans hup
  simp only [Nat.cast_one, mul_one, one_pow, div_one] at hb
  nlinarith [mul_pos hd hd]

end

end SmearedGridConvergence
```

```lean
#print axioms SmearedGridConvergence.smeared_filling_error
#print axioms SmearedGridConvergence.constant_optimal
```

```
'SmearedGridConvergence.smeared_filling_error' depends on axioms: [propext, Classical.choice, Quot.sound]
'SmearedGridConvergence.constant_optimal' depends on axioms: [propext, Classical.choice, Quot.sound]
```

## The filling and its grid average

The occupation of a level of energy ε at chemical potential μ is

f(ε) = 1/(1 + exp((ε−μ)/T)),

written `fermi μ T ε`. Here T is an energy, that is, Boltzmann's constant times the temperature, or a smearing width used for numerical reasons. The wave number k is in fractional units, so L is an energy too: it bounds |de/dk| wherever the derivative exists. `LipschitzBand L e` states this as |e(x) − e(y)| ≤ L|x−y| for all x and y in [0,1], which allows the kinks that appear where bands cross. Periodicity is not required.

`gridAverage N` is the equal-weight average over the midpoint grid, and the exact filling is the interval integral from 0 to 1. The theorem `smeared_filling_error` compares the two at the same μ and T. It concerns one band of non-interacting electrons in one dimension, and it does not measure how far the smeared filling lies from the zero-temperature one.

## From the occupation to the band

Put E = exp((ε−μ)/T). Then f = 1/(1+E) and 1−f = E/(1+E), so

df/dε = −(E/T)/(1+E)² = −f(1−f)/T.

Since f(1−f) = 1/4 − (f−1/2)² ≤ 1/4, the slope of f never exceeds 1/(4T) in magnitude, and the mean value inequality gives

|f(x) − f(y)| ≤ |x−y|/(4T).

`hasDerivAt_fermi` is the derivative, obtained from the quotient rule. `fermi_lipschitz` gets the bound 1/4 from the square of f−1/2 and then applies Mathlib's mean value inequality. For the occupation along the band, g(k) = f(e(k)), the two slopes multiply:

|g(k) − g(k′)| ≤ K|k−k′|, with K = L/(4T).

This is `occupation_lipschitz`.

## The error of one cell, and of N cells

Take a cell with centre c and half-width h. On it, g lies between two cones:

g(c) − K|x−c| ≤ g(x) ≤ g(c) + K|x−c|.

The integral of |x−c| over the cell is 2·(h²/2) = h². Integrating the inequalities therefore gives

|2h g(c) − ∫ g(x) dx| ≤ K h².

`integral_cone` computes the integral of a cone by splitting it at the tip, and `cell_error` applies monotonicity of the integral once for each cone.

The grid divides the zone into cells [r/N, (r+1)/N] with centres (r+1/2)/N and h = 1/(2N). The factor 2h = 1/N is exactly the weight of a grid point, so the total error is the sum of the cell errors. By the triangle inequality it is at most

N · K/(4N²) = K/(4N) = L/(16TN).

`midpoint_error` carries this out for any function of slope at most K, using its continuity to make the integrals over neighbouring cells add up. The main theorem substitutes K = L/(4T).

## A cone-shaped band shows that 1/16 is optimal

Let e(k) = μ + L|k−1/2| with L ≥ 0, the file's `coneBand`, and use a single grid point. It sits at k = 1/2, where the occupation is 1/2. Elsewhere put x = (L/T)|k−1/2|. From exp(x) ≥ 1+x,

1/(1+exp(x)) ≤ 1/(2+x) ≤ 1/2 − x/4 + x²/8.

The second inequality holds because (2+x)(1/2 − x/4 + x²/8) = 1 + x³/8 ≥ 1. The zone integrals of |k−1/2| and (k−1/2)² are 1/4 and 1/12, so the exact filling is at most 1/2 − L/(16T) + L²/(96T²), and

error ≥ L/(16T) − L²/(96T²).

This is `coneBand_error`. If C·L/(TN) were a valid bound for every band, smearing and grid, then dividing by L/T > 0 would give C ≥ 1/16 − L/(96T), and letting L/T go to zero gives C ≥ 1/16. `constant_optimal` replaces the limit by one choice: if d = 1/16 − C were positive, then T = 1 and L = 48d would give d ≤ d/2, a contradiction.

The optimality refers to a bound that holds for all bands and grids at once. A particular band may converge much faster: for a smooth periodic band at fixed T, the error of an equally spaced grid falls faster than any power of 1/N.

## The cone band with L = T

The exact filling can be found in closed form:

2 ∫₀^{1/2} dt/(1+exp(t)) = 2[1/2 − ln(1+exp(1/2)) + ln 2] ≈ 0.4381.

- With N = 1 the grid gives 0.5. The error is 0.0619, just under the bound 1/16 = 0.0625.
- With N = 2 the points are 1/4 and 3/4, and both have occupation 1/(1+exp(1/4)) ≈ 0.4378. The error is about 0.0003, against a bound of 0.0313. The tip of the cone now lies on a cell boundary, and within each cell the occupation is almost linear, so the errors on either side of the centre nearly cancel.

## Choosing a grid in a calculation

With Fermi-Dirac smearing, an electronic-structure code can search for the Fermi level by evaluating this kind of weighted sum of occupations at each trial μ and comparing it with the required electron number. In the one-band, one-dimensional, non-interacting model, the bound does not depend on μ, so it holds at every step of the search. With spin degeneracy, both the filling and the bound are doubled.

For a filling error of at most δ > 0 per spin, it is enough to take

N ≥ L/(16Tδ).

With L = 2 eV, T = 0.1 eV and δ = 0.01, this means 125 points. Halving the smearing doubles the number of points that the bound asks for.
